# At positive imaginary time and for nonnegative spectral weights, the growth estimator never exceeds the mixed energy, and its difference from the mixed energy, divided by that time, tends to minus half the energy variance as the time goes to zero

Two levels at energies −Δ and Δ, each with weight 1/2, have mean energy 0 and projected norm cosh(τΔ) at imaginary time τ, so the growth estimator −ln cosh(τΔ)/τ lies below the mean by about τΔ²/2 for small τ > 0. The file below proves the corresponding bound and limit for any finite set of levels whose weights are nonnegative and sum to 1.

```lean
import Mathlib

open Filter Topology

namespace GrowthEstimator

noncomputable section

variable {ι : Type*} [Fintype ι]

/-- The projected norm `Z(τ) = ∑ w_n exp(-τ E_n)` at imaginary time `τ`. -/
def projectedNorm (w E : ι → ℝ) (τ : ℝ) : ℝ := ∑ n, w n * Real.exp (-(τ * E n))

/-- The growth estimator of the energy, `-ln Z(τ) / τ`. -/
def growthEnergy (w E : ι → ℝ) (τ : ℝ) : ℝ := -Real.log (projectedNorm w E τ) / τ

/-- The mixed energy, the mean of the levels over the spectral weights. -/
def mixedEnergy (w E : ι → ℝ) : ℝ := ∑ n, w n * E n

/-- The variance of the energy over the spectral weights. -/
def energyVariance (w E : ι → ℝ) : ℝ := ∑ n, w n * (E n - mixedEnergy w E) ^ 2

/-- The projected norm with all energies measured from the mixed energy. -/
def shiftedNorm (w E : ι → ℝ) (τ : ℝ) : ℝ :=
  ∑ n, w n * Real.exp (-(τ * (E n - mixedEnergy w E)))

/-- The shifted norm differs from one by a weighted sum of second-order remainders of the
exponential. -/
theorem shiftedNorm_sub_one (w E : ι → ℝ) (h1 : ∑ n, w n = 1) (τ : ℝ) :
    shiftedNorm w E τ - 1 = ∑ n, w n * (Real.exp (-(τ * (E n - mixedEnergy w E))) - 1
      + τ * (E n - mixedEnergy w E)) := by
  -- the mean deviation from the mixed energy vanishes
  have h0 : ∑ n, w n * (E n - mixedEnergy w E) = 0 := by
    simp only [mul_sub, Finset.sum_sub_distrib, ← Finset.sum_mul, h1, one_mul]
    rw [mixedEnergy, sub_self]
  have h : ∑ n, w n * (Real.exp (-(τ * (E n - mixedEnergy w E))) - 1
      + τ * (E n - mixedEnergy w E))
      = shiftedNorm w E τ - ∑ n, w n + τ * ∑ n, w n * (E n - mixedEnergy w E) := by
    rw [shiftedNorm, Finset.mul_sum, ← Finset.sum_sub_distrib, ← Finset.sum_add_distrib]
    exact Finset.sum_congr rfl (fun n _ => by ring)
  rw [h, h0, h1]
  ring

/-- With energies measured from the mixed energy, the projected norm is at least one. -/
theorem one_le_shiftedNorm (w E : ι → ℝ) (hw : ∀ n, 0 ≤ w n) (h1 : ∑ n, w n = 1) (τ : ℝ) :
    1 ≤ shiftedNorm w E τ := by
  have h := shiftedNorm_sub_one w E h1 τ
  have hs : 0 ≤ ∑ n, w n * (Real.exp (-(τ * (E n - mixedEnergy w E))) - 1
      + τ * (E n - mixedEnergy w E)) :=
    Finset.sum_nonneg fun n _ => mul_nonneg (hw n) (by
      linarith [Real.add_one_le_exp (-(τ * (E n - mixedEnergy w E)))])
  linarith

/-- The growth estimator minus the mixed energy is the growth estimator of the shifted levels. -/
theorem growthEnergy_sub_mixedEnergy (w E : ι → ℝ) (hw : ∀ n, 0 ≤ w n) (h1 : ∑ n, w n = 1)
    {τ : ℝ} (hτ : τ ≠ 0) :
    growthEnergy w E τ - mixedEnergy w E = -Real.log (shiftedNorm w E τ) / τ := by
  have hM : shiftedNorm w E τ ≠ 0 := by linarith [one_le_shiftedNorm w E hw h1 τ] |> ne_of_gt
  have hZ : projectedNorm w E τ
      = Real.exp (-(τ * mixedEnergy w E)) * shiftedNorm w E τ := by
    rw [projectedNorm, shiftedNorm, Finset.mul_sum]
    refine Finset.sum_congr rfl fun n _ => ?_
    rw [mul_left_comm, ← Real.exp_add]
    congr 2
    ring
  rw [growthEnergy, hZ, Real.log_mul (Real.exp_ne_zero _) hM, Real.log_exp,
    eq_div_iff hτ, sub_mul, div_mul_cancel₀ _ hτ]
  ring

/-- At every positive imaginary time the growth estimator is at most the mixed energy. -/
theorem growthEnergy_le_mixedEnergy (w E : ι → ℝ) (hw : ∀ n, 0 ≤ w n) (h1 : ∑ n, w n = 1)
    {τ : ℝ} (hτ : 0 < τ) : growthEnergy w E τ ≤ mixedEnergy w E := by
  have h := growthEnergy_sub_mixedEnergy w E hw h1 hτ.ne'
  have hl := div_nonneg (Real.log_nonneg (one_le_shiftedNorm w E hw h1 τ)) hτ.le
  rw [neg_div] at h
  linarith

/-- At nonzero imaginary time the growth estimator equals the mixed energy exactly when every
level of nonzero weight lies at the mixed energy. -/
theorem growthEnergy_eq_mixedEnergy_iff (w E : ι → ℝ) (hw : ∀ n, 0 ≤ w n)
    (h1 : ∑ n, w n = 1) {τ : ℝ} (hτ : τ ≠ 0) :
    growthEnergy w E τ = mixedEnergy w E ↔ ∀ n, w n ≠ 0 → E n = mixedEnergy w E := by
  have hg := growthEnergy_sub_mixedEnergy w E hw h1 hτ
  have hs := shiftedNorm_sub_one w E h1 τ
  have hpos : 0 < shiftedNorm w E τ := by linarith [one_le_shiftedNorm w E hw h1 τ]
  constructor
  · intro h n hn
    rw [h, sub_self, eq_div_iff hτ, zero_mul] at hg
    have hlog : Real.log (shiftedNorm w E τ) = 0 := by linarith
    have hM : shiftedNorm w E τ = 1 := by
      rw [← Real.exp_log hpos, hlog, Real.exp_zero]
    rw [hM, sub_self] at hs
    -- a vanishing sum of nonnegative terms vanishes term by term
    have ht := (Finset.sum_eq_zero_iff_of_nonneg (fun k _ => mul_nonneg (hw k) (by
      linarith [Real.add_one_le_exp (-(τ * (E k - mixedEnergy w E)))]))).mp hs.symm n
      (Finset.mem_univ n)
    have hz := (mul_eq_zero.mp ht).resolve_left hn
    by_contra hne
    have hx : -(τ * (E n - mixedEnergy w E)) ≠ 0 :=
      neg_ne_zero.mpr (mul_ne_zero hτ (sub_ne_zero.mpr hne))
    linarith [Real.add_one_lt_exp hx]
  · intro h
    have hM : shiftedNorm w E τ = 1 := by
      rw [shiftedNorm, ← h1]
      refine Finset.sum_congr rfl fun n _ => ?_
      by_cases hn : w n = 0
      · rw [hn, zero_mul]
      · rw [h n hn, sub_self, mul_zero, neg_zero, Real.exp_zero, mul_one]
    rw [hM, Real.log_one, neg_zero, zero_div] at hg
    linarith

/-- If `τ |E_n - E_mix| ≤ 1` for all levels, the growth estimator lies below the mixed energy
by at most `τ` times the energy variance. -/
theorem mixedEnergy_sub_le_growthEnergy (w E : ι → ℝ) (hw : ∀ n, 0 ≤ w n)
    (h1 : ∑ n, w n = 1) {τ : ℝ} (hτ : 0 < τ)
    (hsmall : ∀ n, τ * |E n - mixedEnergy w E| ≤ 1) :
    mixedEnergy w E - τ * energyVariance w E ≤ growthEnergy w E τ := by
  have hg := growthEnergy_sub_mixedEnergy w E hw h1 hτ.ne'
  have hpos : 0 < shiftedNorm w E τ := by linarith [one_le_shiftedNorm w E hw h1 τ]
  have hM : shiftedNorm w E τ - 1 ≤ τ * energyVariance w E * τ := by
    rw [shiftedNorm_sub_one w E h1 τ, energyVariance, Finset.mul_sum, Finset.sum_mul]
    refine Finset.sum_le_sum fun n _ => ?_
    have hx : |-(τ * (E n - mixedEnergy w E))| ≤ 1 := by
      rw [abs_neg, abs_mul, abs_of_pos hτ]
      exact hsmall n
    have hb := (abs_le.mp (Real.abs_exp_sub_one_sub_id_le hx)).2
    calc _ ≤ w n * (-(τ * (E n - mixedEnergy w E))) ^ 2 :=
          mul_le_mul_of_nonneg_left (by linarith) (hw n)
      _ = _ := by ring
  have hl : Real.log (shiftedNorm w E τ) / τ ≤ τ * energyVariance w E :=
    (div_le_iff₀ hτ).mpr ((Real.log_le_sub_one_of_pos hpos).trans hM)
  rw [neg_div] at hg
  linarith

/-- The second-order remainder of `exp(-τ d)`, divided by `τ²`, tends to `d²/2` as `τ → 0`. -/
theorem tendsto_exp_remainder (d : ℝ) :
    Tendsto (fun τ : ℝ => (Real.exp (-(τ * d)) - 1 + τ * d) / τ ^ 2) (𝓝[≠] 0)
      (𝓝 (d ^ 2 / 2)) := by
  rw [tendsto_iff_norm_sub_tendsto_zero]
  have hb : Tendsto (fun τ : ℝ => |τ| * |d| ^ 3) (𝓝 0) (𝓝 (|(0 : ℝ)| * |d| ^ 3)) :=
    (by fun_prop : Continuous fun τ : ℝ => |τ| * |d| ^ 3).tendsto 0
  rw [abs_zero, zero_mul] at hb
  have hs : ∀ᶠ τ : ℝ in 𝓝 0, |τ * d| < 1 :=
    (by fun_prop : Continuous fun τ : ℝ => |τ * d|).continuousAt.eventually_lt
      continuousAt_const (by simp)
  refine squeeze_zero' (Eventually.of_forall fun _ => norm_nonneg _) ?_
    (hb.mono_left nhdsWithin_le_nhds)
  filter_upwards [hs.filter_mono nhdsWithin_le_nhds, self_mem_nhdsWithin] with τ hτ hne
  have hτ0 : τ ≠ 0 := hne
  have h2 : 0 < τ ^ 2 := by positivity
  -- third-order Taylor bound for the exponential
  have h := Real.exp_bound (x := -(τ * d)) (by rw [abs_neg]; exact hτ.le)
    (n := 3) (by norm_num)
  have e : ∑ m ∈ Finset.range 3, (-(τ * d)) ^ m / (m.factorial : ℝ)
      = 1 + -(τ * d) + (-(τ * d)) ^ 2 / 2 := by
    simp [Finset.sum_range_succ, Nat.factorial]
  rw [e] at h
  have h' := h.trans (mul_le_of_le_one_right (by positivity) (by norm_num [Nat.factorial]))
  have heq : (Real.exp (-(τ * d)) - 1 + τ * d) / τ ^ 2 - d ^ 2 / 2
      = (Real.exp (-(τ * d)) - (1 + -(τ * d) + (-(τ * d)) ^ 2 / 2)) / τ ^ 2 := by
    rw [eq_div_iff h2.ne', sub_mul, div_mul_cancel₀ _ h2.ne']
    ring
  rw [heq, Real.norm_eq_abs, abs_div, abs_of_pos h2, div_le_iff₀ h2]
  refine h'.trans_eq ?_
  rw [abs_neg, abs_mul, ← sq_abs τ]
  ring

/-- The difference between growth estimator and mixed energy, divided by `τ`, tends to minus
half the energy variance as `τ → 0`. -/
theorem tendsto_growthEnergy_bias (w E : ι → ℝ) (hw : ∀ n, 0 ≤ w n) (h1 : ∑ n, w n = 1) :
    Tendsto (fun τ => (growthEnergy w E τ - mixedEnergy w E) / τ) (𝓝[≠] 0)
      (𝓝 (-(energyVariance w E / 2))) := by
  have hU : Tendsto (fun τ => (shiftedNorm w E τ - 1) / τ ^ 2) (𝓝[≠] 0)
      (𝓝 (energyVariance w E / 2)) := by
    have h := tendsto_finsetSum (Finset.univ : Finset ι) fun n _ =>
      (tendsto_exp_remainder (E n - mixedEnergy w E)).const_mul (w n)
    have hv : ∑ n, w n * ((E n - mixedEnergy w E) ^ 2 / 2) = energyVariance w E / 2 := by
      rw [energyVariance, Finset.sum_div]
      exact Finset.sum_congr rfl (fun n _ => by ring)
    rw [hv] at h
    refine h.congr fun τ => ?_
    rw [shiftedNorm_sub_one w E h1 τ, Finset.sum_div]
    exact Finset.sum_congr rfl (fun n _ => by ring)
  have hM : Tendsto (shiftedNorm w E) (𝓝[≠] 0) (𝓝 1) := by
    have hc : Continuous (shiftedNorm w E) := by
      unfold shiftedNorm
      fun_prop
    have h := hc.tendsto 0
    have h0 : shiftedNorm w E 0 = 1 := by simp [shiftedNorm, h1]
    rw [h0] at h
    exact h.mono_left nhdsWithin_le_nhds
  have hL := hU.mul (hM.inv₀ one_ne_zero)
  rw [inv_one, mul_one] at hL
  -- squeeze the logarithm between 1 - 1/M and M - 1
  have hlog : Tendsto (fun τ => Real.log (shiftedNorm w E τ) / τ ^ 2) (𝓝[≠] 0)
      (𝓝 (energyVariance w E / 2)) := by
    refine tendsto_of_tendsto_of_tendsto_of_le_of_le hL hU (fun τ => ?_) (fun τ => ?_)
    · have hpos : 0 < shiftedNorm w E τ := by linarith [one_le_shiftedNorm w E hw h1 τ]
      have hm := mul_inv_cancel₀ hpos.ne'
      have heq : (shiftedNorm w E τ - 1) / τ ^ 2 * (shiftedNorm w E τ)⁻¹
          = (1 - (shiftedNorm w E τ)⁻¹) / τ ^ 2 := by
        linear_combination hm / τ ^ 2
      exact heq.trans_le (div_le_div_of_nonneg_right
        (Real.one_sub_inv_le_log_of_pos hpos) (sq_nonneg τ))
    · have hpos : 0 < shiftedNorm w E τ := by linarith [one_le_shiftedNorm w E hw h1 τ]
      exact div_le_div_of_nonneg_right (Real.log_le_sub_one_of_pos hpos) (sq_nonneg τ)
  refine hlog.neg.congr' ?_
  filter_upwards [self_mem_nhdsWithin] with τ hτ
  rw [growthEnergy_sub_mixedEnergy w E hw h1 hτ]
  ring

/-- The extrapolation `2 E_g(τ) - E_g(2τ)` differs from the mixed energy by an error that
vanishes faster than `τ` as `τ → 0`. -/
theorem tendsto_extrapolated_bias (w E : ι → ℝ) (hw : ∀ n, 0 ≤ w n) (h1 : ∑ n, w n = 1) :
    Tendsto (fun τ => (2 * growthEnergy w E τ - growthEnergy w E (2 * τ)
      - mixedEnergy w E) / τ) (𝓝[≠] 0) (𝓝 0) := by
  have h := tendsto_growthEnergy_bias w E hw h1
  have hd : Tendsto (fun τ : ℝ => 2 * τ) (𝓝[≠] 0) (𝓝[≠] 0) := by
    refine tendsto_nhdsWithin_iff.mpr ⟨?_, ?_⟩
    · have hc : Tendsto (fun τ : ℝ => 2 * τ) (𝓝 0) (𝓝 (2 * 0)) :=
        (by fun_prop : Continuous fun τ : ℝ => 2 * τ).tendsto 0
      rw [mul_zero] at hc
      exact hc.mono_left nhdsWithin_le_nhds
    · filter_upwards [self_mem_nhdsWithin] with τ hτ
      exact mul_ne_zero two_ne_zero hτ
  -- the linear biases at τ and 2τ cancel
  have hs := (h.const_mul 2).sub ((h.comp hd).const_mul 2)
  rw [sub_self] at hs
  refine hs.congr fun τ => ?_
  simp only [Function.comp_apply]
  ring

end

end GrowthEstimator
```

```lean
#print axioms GrowthEstimator.growthEnergy_eq_mixedEnergy_iff
-- 'GrowthEstimator.growthEnergy_eq_mixedEnergy_iff' depends on axioms: [propext, Classical.choice, Quot.sound]
#print axioms GrowthEstimator.mixedEnergy_sub_le_growthEnergy
-- 'GrowthEstimator.mixedEnergy_sub_le_growthEnergy' depends on axioms: [propext, Classical.choice, Quot.sound]
#print axioms GrowthEstimator.tendsto_growthEnergy_bias
-- 'GrowthEstimator.tendsto_growthEnergy_bias' depends on axioms: [propext, Classical.choice, Quot.sound]
#print axioms GrowthEstimator.tendsto_extrapolated_bias
-- 'GrowthEstimator.tendsto_extrapolated_bias' depends on axioms: [propext, Classical.choice, Quot.sound]
```

## Levels, weights and two energies

The finite type `ι` labels the levels, `E n` is the energy Eₙ of level n, and `w n` is its spectral weight wₙ. Units have ħ = 1. The definitions `projectedNorm`, `growthEnergy`, `mixedEnergy` and `energyVariance` read

Z(τ) = Σₙ wₙ exp(−τEₙ)

E_g(τ) = −ln Z(τ)/τ

E_mix = Σₙ wₙEₙ

Var = Σₙ wₙ(Eₙ − E_mix)².

For a Hamiltonian H and a normalised trial state Ψ, the choice wₙ = |⟨n|Ψ⟩|² gives Z(τ) = ⟨Ψ|exp(−τH)|Ψ⟩ and E_mix = ⟨Ψ|H|Ψ⟩. In projector Monte Carlo the states on the left and right usually differ: with a trial state Ψ and a walker state Φ, the weights are

wₙ = ⟨Ψ|n⟩⟨n|Φ⟩/⟨Ψ|Φ⟩.

These sum to 1 but may be negative or complex. The hypothesis `hw` assumes that they are nonnegative, which holds, for example, when Φ is itself Ψ propagated for some imaginary time. The hypothesis `h1` is the normalisation. Zero weights and degenerate levels are allowed.

Under these hypotheses the theorems state the following.

- `growthEnergy_le_mixedEnergy`: E_g(τ) ≤ E_mix for τ > 0.
- `growthEnergy_eq_mixedEnergy_iff`: for τ ≠ 0, equality holds exactly when every level of nonzero weight has energy E_mix.
- `mixedEnergy_sub_le_growthEnergy`: E_g(τ) ≥ E_mix − τ Var, if τ > 0 and τ|Eₙ − E_mix| ≤ 1 for every level, including those of zero weight.
- `tendsto_growthEnergy_bias`: (E_g(τ) − E_mix)/τ → −Var/2 as τ → 0. The filter `𝓝[≠] 0` means that τ approaches 0 from both sides without taking the value 0.
- `tendsto_extrapolated_bias`: the error of 2E_g(τ) − E_g(2τ) relative to E_mix, divided by τ, tends to 0.

Two facts that the file does not prove help in reading these results. First, E_g(τ) is the average of the mixed energy over the imaginary times from 0 to τ, during which higher levels lose weight relative to lower ones. This is why it falls below E_mix, the mixed energy at the start of the interval, by about τ Var/2 when τ is small. Var also belongs to the weights at the start, so it vanishes, and the gap with it, once the walker state Φ is the ground state. Second, for τ > 0 the value E_g(τ) lies between the lowest level of nonzero weight and E_mix. The word bias in the theorem names therefore means the difference from E_mix, not the error relative to the ground-state energy, and the extrapolation leads back to E_mix. The model has no statistical noise, population control or Trotter error.

The same physics could have been modelled with a Hermitian matrix H and a unit vector Ψ. Nonnegativity and normalisation of the weights would then follow from the spectral theorem instead of being assumed, but the statement would no longer directly cover different left and right states whose weights happen to be nonnegative.

## Measuring energies from the mean

Let dₙ = Eₙ − E_mix. The mean deviation vanishes:

Σₙ wₙdₙ = Σₙ wₙEₙ − E_mix Σₙ wₙ = 0.

Define M(τ) = Σₙ wₙ exp(−τdₙ), which is `shiftedNorm`, and r(x) = exp(−x) − 1 + x. Because the linear terms sum to zero,

M(τ) − 1 = Σₙ wₙ r(τdₙ).

This is `shiftedNorm_sub_one`. Since exp(−x) ≥ 1 − x, each r(τdₙ) is nonnegative, and `one_le_shiftedNorm` concludes that M(τ) ≥ 1. Taking the common factor out of Z gives

Z(τ) = exp(−τE_mix) M(τ)

E_g(τ) − E_mix = −ln M(τ)/τ for τ ≠ 0,

which is `growthEnergy_sub_mixedEnergy`. For τ > 0 the right side is at most 0, and the upper bound follows.

If the two energies agree at some τ ≠ 0, then ln M = 0 and M = 1. A sum of nonnegative terms is then zero, so each wₙ r(τdₙ) vanishes. As r(x) > 0 for x ≠ 0, a nonzero weight forces dₙ = 0. Conversely, if dₙ = 0 wherever wₙ ≠ 0, then M = 1 and the energies agree. The Lean proof treats these two directions separately after `constructor`.

For the lower bound, |x| ≤ 1 implies r(x) ≤ x². Hence

ln M(τ) ≤ M(τ) − 1 ≤ τ² Var,

and division by τ > 0 gives E_g(τ) ≥ E_mix − τ Var. The allowed gap is twice the leading one because the proof uses the simple bound r(x) ≤ x², which is not sharp: for |x| ≤ 1 the factor 1 in front of x² could be lowered to e − 2.

## The linear term and its cancellation

For one level with deviation d, the third-order Taylor bound gives, when |τd| < 1,

|r(τd)/τ² − d²/2| ≤ |τ||d|³.

The right side tends to 0, which proves `tendsto_exp_remainder`. Weighting these limits by wₙ and adding the finitely many terms yields

(M(τ) − 1)/τ² → Var/2.

The logarithm is handled by the inequalities

1 − 1/M ≤ ln M ≤ M − 1.

After division by τ², the upper bound tends to Var/2. The lower bound equals ((M − 1)/τ²)·(1/M), and it has the same limit because M is continuous with M(0) = 1. In Lean, `hU` and `hL` are these two limits, and `hlog` squeezes ln M/τ² between them. Since

(E_g(τ) − E_mix)/τ = −ln M(τ)/τ²,

the limit is −Var/2.

For the extrapolation, write b(τ) = (E_g(τ) − E_mix)/τ. Then

(2E_g(τ) − E_g(2τ) − E_mix)/τ = 2b(τ) − 2b(2τ).

Both b(τ) and b(2τ) tend to −Var/2, so the difference tends to 0. The auxiliary fact `hd` says that 2τ approaches 0 through nonzero values whenever τ does, which allows the previous limit to be used at 2τ.
